# For a fixed H0 on a finite lattice, the summed density of the k lowest states below a gap determines the subspace they span

I fit site potentials in a small lattice model until the summed density of the k lowest eigenstates matches a target, and then I compute the hopping energy from the projector onto those states. Two fits from different starting points reach the same density. Am I entitled to expect the same hopping energy from both? The density is one number per site, while the projector has many more entries, and I can easily write down two different subspaces with the same density. What stops the two fits from landing on such a pair?

## A shared density is possible, but not for two lowest subspaces

You are entitled to it, provided that both fits use the same H0 (the Hamiltonian without its site potentials), match the density exactly and have a gap above level k. Two arbitrary subspaces can share a density. Two subspaces that are each lowest in energy and below a gap, for some choice of the potentials, cannot do so unless they are equal.

A two-site case illustrates this. Put one particle on two sites with hopping amplitude −24 and site potentials 7 and −7:

H = [[7, −24], [−24, −7]]

The eigenvalues are −25 and 25, and the lowest eigenvector is (3, 4)/5. Its density is (9/25, 16/25). The vector (3, −4)/5 has the same density but spans another line. The energies are

for (3, 4)/5: −23.04 − 1.96 = −25

for (3, −4)/5: +23.04 − 1.96 = 21.08

The potential part, −1.96, is the same for both, because it depends only on the density. It stays the same for both whatever the site potentials are, so (3, −4)/5 always lies higher by 46.08 and is never the lowest state.

### The energy argument for k states

Let

H(v) = H0 + Σ_i v_i n_i

with real potentials v_i. Here n_i is the operator that counts the particles on site i, and the Hermitian matrix H0 holds the hopping and any interactions. Let P project onto the k lowest eigenvectors of H(v), and Q onto those of H(w), where w is a second set of potentials. In both cases the k energies lie strictly below all the others. The density of a projector A is

ρ_A,i = Re tr(A n_i)

First compare P with any other projector Q of rank k, for a fixed H = H(v). Let the columns of the unitary U be eigenvectors of H with energies E_j, and let S be the set of the k occupied labels. Set p_j = 1 for j in S and p_j = 0 otherwise. In this basis Q becomes R = U†QU, with diagonal entries r_j. Since R† = R and R² = R,

r_j = Σ_i |R_ij|² ≥ r_j²

so 0 ≤ r_j ≤ 1. Both traces equal k, so Σ_j r_j = Σ_j p_j. Choose μ above every occupied energy and below every empty one. Subtracting μ from all energies then changes nothing:

tr(HQ) − tr(HP) = Σ_j E_j (r_j − p_j) = Σ_j (E_j − μ)(r_j − p_j)

For an occupied level both factors are at most zero; for an empty level both are at least zero. No term is negative. If the sum vanishes, every term does, and r_j = p_j because E_j ≠ μ. Each r_j is then 0 or 1, which leaves nothing for the rest of its column:

Σ_{i≠j} |R_ij|² = r_j − r_j² = 0

Thus R is diagonal with entries p_j, and Q = URU† = P. Hence Q ≠ P implies tr(HP) < tr(HQ).

Now use both Hamiltonians. Write T_A = Re tr(H0 A), so that

Re tr(H(v)A) = T_A + Σ_i v_i ρ_A,i

If P ≠ Q, the strict inequality applies once with H(v) and once with H(w):

T_P + Σ_i v_i ρ_P,i < T_Q + Σ_i v_i ρ_Q,i

T_Q + Σ_i w_i ρ_Q,i < T_P + Σ_i w_i ρ_P,i

With equal densities the potential terms cancel in each line. What remains is T_P < T_Q together with T_Q < T_P, a contradiction. So P = Q, and every quantity computed from the projector alone, your hopping energy included, agrees between the fits.

### What the Lean theorem assumes and concludes

In the code, `n` is the finite set of basis states, not a density or a number operator; the operators n_i are `N i`, with i running over the finite set `ι` of sites. The basis states may be many-electron configurations, so H0 may contain interactions.

`IsLowestProjector k H P` says that H = U diag(E) U† with U unitary and E real, that P fills k of these levels, and that every filled energy lies strictly below every empty one. Hermiticity of H follows from this form. The strict inequality is the gap: the k levels may be degenerate among themselves, but no degenerate level is cut in two. If neither Hamiltonian has a gap, the conclusion can fail: with zero hopping and equal potentials on the dimer, both vectors above are lowest states. The extremes k = 0 and k equal to the full dimension are allowed and trivial.

`density` is a sum over the k states; for k ≥ 1, divide by k to get the equal-weight ensemble average. It takes the real part of the trace, which loses nothing for Hermitian n_i. The code does not require the n_i to be Hermitian or to commute.

The theorem `theophilou` then reads: if P and Q are lowest projectors of rank k for `hamiltonian H0 N v` and `hamiltonian H0 N w`, and their densities agree for every i, then P = Q. It identifies the subspace and leaves open whether v and w agree up to a constant, so it is weaker than a theorem that also recovers the potential. For equal-weight ensemble density functional theory on a finite lattice, it means that, at fixed H0 and k, the ensemble average of any given observable is a function of the density, among densities that come from such gapped Hamiltonians.

Between this and your fits lies the tolerance. The hypothesis is exact equality of densities, and no bound is given on P − Q when they agree only approximately. The shared H0 matters too. If a non-interacting model is fitted to the density of an interacting one, the theorem still covers two such fits, because they share their H0. It does not compare a fit with the interacting target, and those two subspaces need not be equal.

```lean
import Mathlib

open Matrix

namespace TheophilouSubspace

noncomputable section

variable {n ι : Type*} [Fintype n] [DecidableEq n] [Fintype ι]

/-- The lattice Hamiltonian `H(v) = H0 + ∑ v_i n_i` with real potentials `v_i`. -/
def hamiltonian (H0 : Matrix n n ℂ) (N : ι → Matrix n n ℂ) (v : ι → ℝ) : Matrix n n ℂ :=
  H0 + ∑ i, (v i : ℂ) • N i

/-- The density of the subspace with projector `P`: the real part of `tr(P n_i)`. -/
def density (N : ι → Matrix n n ℂ) (P : Matrix n n ℂ) (i : ι) : ℝ :=
  (P * N i).trace.re

/-- The diagonal matrix with occupation one on the levels in `S` and zero elsewhere. -/
def filling (S : Finset n) : Matrix n n ℂ :=
  diagonal fun i => if i ∈ S then 1 else 0

/-- `Q` is an orthogonal projector onto a subspace of dimension `k`. -/
def IsProjector (k : ℕ) (Q : Matrix n n ℂ) : Prop :=
  Qᴴ = Q ∧ Q * Q = Q ∧ Q.trace = k

/-- `P` projects onto `k` orthonormal eigenvectors (columns of `U`) of `H`, whose energies
lie strictly below all remaining energies of `H`. -/
def IsLowestProjector (k : ℕ) (H P : Matrix n n ℂ) : Prop :=
  ∃ U ∈ unitaryGroup n ℂ, ∃ (E : n → ℝ) (S : Finset n), S.card = k ∧
    (∀ i ∈ S, ∀ j ∉ S, E i < E j) ∧
    H = U * diagonal (fun i => (E i : ℂ)) * Uᴴ ∧ P = U * filling S * Uᴴ

/-- A unitary change of basis maps projectors of rank `k` to projectors of rank `k`. -/
theorem IsProjector.conj {k : ℕ} {Q U : Matrix n n ℂ} (hQ : IsProjector k Q)
    (hU : U * Uᴴ = 1) : IsProjector k (Uᴴ * Q * U) := by
  obtain ⟨h1, h2, h3⟩ := hQ
  refine ⟨by simp only [conjTranspose_mul, conjTranspose_conjTranspose, h1, mul_assoc], ?_, ?_⟩
  · calc Uᴴ * Q * U * (Uᴴ * Q * U) = Uᴴ * Q * (U * Uᴴ) * Q * U := by simp only [mul_assoc]
      _ = Uᴴ * (Q * Q) * U := by rw [hU, mul_one]; simp only [mul_assoc]
      _ = Uᴴ * Q * U := by rw [h2]
  · rw [trace_mul_comm, ← mul_assoc, hU, one_mul, h3]

/-- Filling the levels in `S` gives a projector whose rank is the number of these levels. -/
theorem filling_isProjector (S : Finset n) : IsProjector S.card (filling S) := by
  unfold filling
  refine ⟨?_, ?_, by simp [trace_diagonal]⟩
  · rw [diagonal_conjTranspose]
    congr 1
    funext i
    by_cases h : i ∈ S <;> simp [h]
  · rw [diagonal_mul_diagonal]
    congr 1
    funext i
    by_cases h : i ∈ S <;> simp [h]

omit [DecidableEq n] in
/-- A diagonal entry of an orthogonal projector is the squared norm of its column. -/
theorem projector_diag {R : Matrix n n ℂ} (hR : Rᴴ = R) (hRR : R * R = R) (j : n) :
    (R j j).re = ∑ i, Complex.normSq (R i j) := by
  calc (R j j).re = ((R * R) j j).re := by rw [hRR]
    _ = ∑ i, Complex.normSq (R i j) := by
      rw [mul_apply, Complex.re_sum]
      refine Finset.sum_congr rfl fun i _ => ?_
      have hs : R j i = star (R i j) := (congrFun (congrFun hR j) i).symm
      rw [hs, Complex.star_def, mul_comm, Complex.mul_conj, Complex.ofReal_re]

/-- An orthogonal projector whose level occupations are one on `S` and zero elsewhere
is the diagonal filling of `S`. -/
theorem projector_eq_filling {R : Matrix n n ℂ} (hR : Rᴴ = R) (hRR : R * R = R)
    (S : Finset n) (h : ∀ j, (R j j).re = if j ∈ S then 1 else 0) : R = filling S := by
  ext i j
  by_cases hij : i = j
  · subst hij
    have him : (R i i).im = 0 := Complex.conj_eq_iff_im.mp (congrFun (congrFun hR i) i)
    apply Complex.ext <;> by_cases hi : i ∈ S <;> simp [filling, hi, h i, him]
  · -- the diagonal entry already exhausts the norm of the column
    have h1 := projector_diag hR hRR j
    rw [← Finset.add_sum_erase Finset.univ (fun i => Complex.normSq (R i j))
      (Finset.mem_univ j)] at h1
    have h2 := Finset.single_le_sum (f := fun l => Complex.normSq (R l j))
      (fun l _ => Complex.normSq_nonneg _) (Finset.mem_erase.mpr ⟨hij, Finset.mem_univ i⟩)
    have h3 : (R j j).re * (R j j).re = (R j j).re := by
      rw [h j]; split_ifs <;> norm_num
    have h4 := Complex.normSq_apply (R j j)
    have h5 : Complex.normSq (R i j) = 0 := by
      apply le_antisymm _ (Complex.normSq_nonneg _)
      nlinarith [mul_self_nonneg (R j j).im]
    rw [Complex.normSq_eq_zero.mp h5]
    simp [filling, hij]

/-- The energy trace is the sum of the level energies weighted by the occupations. -/
theorem energy_eq_sum (U Q : Matrix n n ℂ) (E : n → ℝ) :
    (U * diagonal (fun i => (E i : ℂ)) * Uᴴ * Q).trace.re =
      ∑ j, E j * ((Uᴴ * Q * U) j j).re := by
  have h : (U * diagonal (fun i => (E i : ℂ)) * Uᴴ * Q).trace =
      (diagonal (fun i => (E i : ℂ)) * (Uᴴ * Q * U)).trace := by
    rw [mul_assoc, mul_assoc, trace_mul_comm]
    simp only [mul_assoc]
  rw [h]
  simp only [Matrix.trace, diag_apply, diagonal_mul, Complex.re_sum, Complex.re_ofReal_mul]

/-- Strict subspace variational principle: if `P` projects onto the `k` lowest eigenvectors of
`H`, below a gap, every other projector of rank `k` has a larger energy trace. -/
theorem energy_lt {k : ℕ} {H P Q : Matrix n n ℂ} (hP : IsLowestProjector k H P)
    (hQ : IsProjector k Q) (hne : P ≠ Q) : (H * P).trace.re < (H * Q).trace.re := by
  obtain ⟨U, hU, E, S, rfl, hgap, rfl, rfl⟩ := hP
  have hU1 : Uᴴ * U = 1 := mem_unitaryGroup_iff'.mp hU
  have hU2 : U * Uᴴ = 1 := mem_unitaryGroup_iff.mp hU
  have hF : Uᴴ * (U * filling S * Uᴴ) * U = filling S := by
    calc _ = (Uᴴ * U) * filling S * (Uᴴ * U) := by simp only [mul_assoc]
      _ = filling S := by rw [hU1, one_mul, mul_one]
  rw [energy_eq_sum, energy_eq_sum, hF]
  -- the competing projector in the eigenbasis of `H`
  obtain ⟨R, hRdef⟩ : ∃ R, R = Uᴴ * Q * U := ⟨_, rfl⟩
  have hRp := hQ.conj hU2
  rw [← hRdef] at hRp ⊢
  obtain ⟨hR, hRR, hRk⟩ := hRp
  have hQR : U * R * Uᴴ = Q := by
    calc U * R * Uᴴ = (U * Uᴴ) * Q * (U * Uᴴ) := by simp only [hRdef, mul_assoc]
      _ = Q := by rw [hU2, one_mul, mul_one]
  have hsum : ∑ j, (R j j).re = ∑ j, (filling S j j).re := by
    simpa only [Matrix.trace, diag_apply, Complex.re_sum] using
      congrArg Complex.re (hRk.trans (filling_isProjector S).2.2.symm)
  have hp : ∀ j, (filling S j j).re = if j ∈ S then 1 else 0 := by
    intro j
    by_cases hj : j ∈ S <;> simp [filling, hj]
  -- a level `μ` inside the gap
  obtain ⟨μ, hlo, hhi⟩ : ∃ μ : ℝ, (∀ x ∈ S.image E, x < μ) ∧ ∀ y ∈ Sᶜ.image E, μ < y := by
    apply Order.exists_between_finsets
    intro x hx y hy
    obtain ⟨i, hi, rfl⟩ := Finset.mem_image.mp hx
    obtain ⟨j, hj, rfl⟩ := Finset.mem_image.mp hy
    exact hgap i hi j (Finset.mem_compl.mp hj)
  have hS : ∀ j ∈ S, E j < μ := fun j hj => hlo _ (Finset.mem_image_of_mem E hj)
  have hS' : ∀ j ∉ S, μ < E j := fun j hj =>
    hhi _ (Finset.mem_image_of_mem E (Finset.mem_compl.mpr hj))
  have hnn : ∀ j ∈ Finset.univ, 0 ≤ (E j - μ) * ((R j j).re - (filling S j j).re) := by
    intro j _
    have h2 : Complex.normSq (R j j) ≤ (R j j).re := by
      rw [projector_diag hR hRR j]
      exact Finset.single_le_sum (f := fun i => Complex.normSq (R i j))
        (fun i _ => Complex.normSq_nonneg _) (Finset.mem_univ j)
    have h0 := (Complex.normSq_nonneg (R j j)).trans h2
    rw [Complex.normSq_apply] at h2
    have h3 : (R j j).re ≤ 1 := by nlinarith [mul_self_nonneg (R j j).im]
    rw [hp j]
    by_cases hj : j ∈ S
    · rw [if_pos hj]
      exact mul_nonneg_of_nonpos_of_nonpos (by linarith [hS j hj]) (by linarith)
    · rw [if_neg hj]
      exact mul_nonneg (by linarith [hS' j hj]) (by linarith)
  by_contra hle
  have hzero : ∑ j, (E j - μ) * ((R j j).re - (filling S j j).re) = 0 := by
    apply le_antisymm _ (Finset.sum_nonneg hnn)
    simp only [sub_mul, mul_sub, Finset.sum_sub_distrib, ← Finset.mul_sum, hsum]
    linarith [not_lt.mp hle]
  -- no energy is gained or lost, so all occupations agree
  have hocc : ∀ j, (R j j).re = if j ∈ S then 1 else 0 := by
    intro j
    have hj := (Finset.sum_eq_zero_iff_of_nonneg hnn).mp hzero j (Finset.mem_univ j)
    have hμ : E j - μ ≠ 0 := by
      by_cases h : j ∈ S
      · exact ne_of_lt (by linarith [hS j h])
      · exact ne_of_gt (by linarith [hS' j h])
    rw [← hp j]
    exact sub_eq_zero.mp ((mul_eq_zero.mp hj).resolve_left hμ)
  exact hne (by rw [← projector_eq_filling hR hRR S hocc, hQR])

/-- Theophilou subspace theorem: if the `k` lowest eigenvectors of `H(v)` and of `H(w)`, each
below a gap, have the same subspace density, they span the same subspace. -/
theorem theophilou {k : ℕ} {H0 P Q : Matrix n n ℂ} {N : ι → Matrix n n ℂ}
    {v w : ι → ℝ} (hP : IsLowestProjector k (hamiltonian H0 N v) P)
    (hQ : IsLowestProjector k (hamiltonian H0 N w) Q)
    (hρ : ∀ i, density N P i = density N Q i) : P = Q := by
  have hproj : ∀ {H A : Matrix n n ℂ}, IsLowestProjector k H A → IsProjector k A := by
    rintro H A ⟨U, hU, E, S, rfl, -, -, rfl⟩
    have h := (filling_isProjector S).conj (U := Uᴴ)
      (by rw [conjTranspose_conjTranspose]; exact mem_unitaryGroup_iff'.mp hU)
    rwa [conjTranspose_conjTranspose] at h
  -- the potential enters the energy only through the density
  have hE : ∀ (u : ι → ℝ) (A : Matrix n n ℂ), (hamiltonian H0 N u * A).trace.re =
      (H0 * A).trace.re + ∑ i, u i * density N A i := by
    intro u A
    simp only [hamiltonian, density, add_mul, Finset.sum_mul, Matrix.smul_mul, trace_add,
      trace_sum, trace_smul, Complex.add_re, Complex.re_sum, smul_eq_mul,
      Complex.re_ofReal_mul, trace_mul_comm A]
  by_contra hne
  have h1 := energy_lt hP (hproj hQ) hne
  have h2 := energy_lt hQ (hproj hP) (Ne.symm hne)
  rw [hE, hE] at h1 h2
  simp only [hρ] at h1 h2
  linarith

/-- A two-site dimer with hopping amplitude `-24` and site potentials `7` and `-7` has the
stated projector onto its lowest eigenvector, below a gap. -/
theorem isLowestProjector_witness :
    IsLowestProjector 1
      (hamiltonian !![0, -24; -24, 0] ![!![1, 0; 0, 0], !![0, 0; 0, 1]] ![7, -7])
      !![9 / 25, 12 / 25; 12 / 25, 16 / 25] := by
  have h3 : (starRingEnd ℂ) 3 = 3 := Complex.conj_eq_iff_im.mpr (by simp)
  have h4 : (starRingEnd ℂ) 4 = 4 := Complex.conj_eq_iff_im.mpr (by simp)
  have h5 : (starRingEnd ℂ) 5 = 5 := Complex.conj_eq_iff_im.mpr (by simp)
  have hU : (!![3 / 5, 4 / 5; 4 / 5, -3 / 5] : Matrix (Fin 2) (Fin 2) ℂ)ᴴ =
      !![3 / 5, 4 / 5; 4 / 5, -3 / 5] := by
    ext i j
    fin_cases i <;> fin_cases j <;> norm_num [h3, h4, h5]
  refine ⟨!![3 / 5, 4 / 5; 4 / 5, -3 / 5], ?_, ![-25, 25], {0}, by simp,
    by norm_num [Fin.forall_fin_two], ?_, ?_⟩
  · rw [mem_unitaryGroup_iff, star_eq_conjTranspose, hU]
    ext i j
    fin_cases i <;> fin_cases j <;> norm_num [Matrix.mul_apply, Fin.sum_univ_two]
  · rw [hU]
    ext i j
    fin_cases i <;> fin_cases j <;>
      norm_num [hamiltonian, Matrix.mul_apply, Fin.sum_univ_two, vecMul_diagonal]
  · rw [hU]
    ext i j
    fin_cases i <;> fin_cases j <;>
      norm_num [filling, Matrix.mul_apply, Fin.sum_univ_two, vecMul_diagonal]

end

end TheophilouSubspace
```

```lean
#print axioms TheophilouSubspace.theophilou
```

```
'TheophilouSubspace.theophilou' depends on axioms: [propext, Classical.choice, Quot.sound]
```

### From the lemmas to the contradiction

`IsProjector.conj` carries Q into the eigenbasis of H, and `filling_isProjector` confirms that the diagonal occupation matrix is a projector of rank k. `projector_diag` is the identity r_j = Σ_i |R_ij|². `projector_eq_filling` uses it to show that diagonal entries of 0 and 1 force all off-diagonal entries to vanish. `energy_eq_sum` writes the energy trace as Σ_j E_j r_j.

`energy_lt` assembles the strict variational principle. It obtains μ from `Order.exists_between_finsets`, applied to the filled and empty energies. The step `hnn` proves that each term (E_j − μ)(r_j − p_j) is nonnegative, with `nlinarith` deriving r_j ≤ 1 from r_j² ≤ r_j. Assuming that the strict inequality fails, `hzero` makes the sum vanish and `hocc` reads off r_j = p_j; the projectors are then equal, against the assumption.

In `theophilou`, `hproj` shows that a lowest projector is a projector of rank k, so each can compete in the other's variational principle. `hE` splits the energy into its H0 part and its density part. After the densities are identified, `linarith` finds the contradiction between the two inequalities.

`isLowestProjector_witness` checks the dimer: U has columns (3, 4)/5 and (4, −3)/5, the energies are −25 and 25, and the first level is filled. The matrix identities are verified entry by entry.
